# The labels $(l, j)$ of the quantum number $\kappa$ and the operator $K=-(\sigma\cdot L+1)$

To set up a relativistic central-field calculation one can run through a range of nonzero integers $\kappa$ and read off for each the values $l$ and $j$ of the two-component angular spinor of the large component, and the value $l(-\kappa)$ for the small component. Over all nonzero integers $\kappa$ this misses no pair $(l,j)$ with $l=0,1,2,\dots$ and $j=l\pm\tfrac12>0$, and repeats none: each such pair arises from exactly one $\kappa$, as is proved here. For the two-component operator $K=-(\sigma\cdot L+1)$ with $\hbar=1$ the sheet proves $K^2+K=L^2$ and $\mathbf J^2=K^2-\tfrac14$, and deduces that a spinor with $K\psi=\kappa\psi$, $\kappa$ a nonzero integer, has the $L^2$ and $\mathbf J^2$ values given by these labels; the converse, and which $\kappa$ occur, are not proved. Dirac's four-component kappa operator also commutes with the central-field Dirac Hamiltonian, whereas no Hamiltonian appears here. That commutation, the assignment of $\pm\kappa$ to the large and small components, and the counter-examples in (f) and (h) have no Lean proof on this sheet.

```lean
import Mathlib

open Set

namespace KappaQuantumNumber

noncomputable section
```

## The labels

Put $l(\kappa)=\kappa$ for $\kappa>0$ and $l(\kappa)=-\kappa-1$ otherwise, and $J(\kappa)=2|\kappa|-1$. The integer $J=2j$ avoids half-integers. In Lean these are `ell` and `twoJ`, with values in $\mathbb N$, and `labels` is the pair. The set `allowed` holds the pairs with $J=2l+1$ or $J+1=2l$, that is $j=l+\tfrac12$ or $j=l-\tfrac12$, and `kappaOf` is the candidate inverse.

```lean
/-- Orbital quantum number `l` attached to `κ`: `κ` for positive `κ`, else `-κ - 1`. -/
def ell (κ : ℤ) : ℕ := if 0 < κ then κ.toNat else (-κ - 1).toNat

/-- Twice the total angular momentum quantum number, `J = 2j = 2|κ| - 1`. -/
def twoJ (κ : ℤ) : ℕ := 2 * κ.natAbs - 1

/-- The pair of labels `(l, J)` attached to `κ`. -/
def labels (κ : ℤ) : ℕ × ℕ := (ell κ, twoJ κ)

/-- Pairs `(l, J)` with `j = l + 1/2` or `j = l - 1/2`, where `J = 2j`. -/
def allowed : Set (ℕ × ℕ) := {p | p.2 = 2 * p.1 + 1 ∨ p.2 + 1 = 2 * p.1}

/-- The value `-(l + 1)` if `J = 2l + 1`, and `l` otherwise. -/
def kappaOf (p : ℕ × ℕ) : ℤ := if p.2 = 2 * p.1 + 1 then -((p.1 : ℤ) + 1) else (p.1 : ℤ)
```

## (a) Nothing is truncated

*Task.* Show that for $\kappa\ne0$ the natural numbers $l(\kappa)$, $J(\kappa)$ equal the integer expressions that define them.

*Solution.* For $\kappa>0$ the value $\kappa$ is positive. For $\kappa\le-1$ the value $-\kappa-1$ is at least $0$. Since $|\kappa|\ge1$, also $2|\kappa|-1\ge1$. At $\kappa=0$ both expressions equal $-1$ and Lean truncates them to the pair $(0,0)$, which is not allowed, so $\kappa\neq0$ cannot be dropped.

*Check.* `split_ifs` separates the two signs and `omega` settles the linear inequalities.

```lean
/-- For nonzero `κ` the natural numbers `l` and `J` are given by the integer formulas. -/
theorem labels_cast {κ : ℤ} (h : κ ≠ 0) :
    (ell κ : ℤ) = (if 0 < κ then κ else -κ - 1) ∧ (twoJ κ : ℤ) = 2 * |κ| - 1 := by
  constructor
  · unfold ell
    split_ifs <;> omega
  · rw [← Int.natCast_natAbs]
    unfold twoJ
    omega
```

## (b) The bijection

*Task.* Show that $\kappa\mapsto(l,J)$ maps the nonzero integers bijectively onto the allowed pairs, with inverse $(l,J)\mapsto-(l+1)$ if $J=2l+1$ and $l$ otherwise.

*Solution.* For $\kappa>0$, $J+1=2\kappa=2l$. For $\kappa<0$, $J=-2\kappa-1=2(-\kappa-1)+1=2l+1$. So the pair is allowed. In the first case $J=2l-1\ne2l+1$ and the inverse returns $l=\kappa$; in the second it returns $-(l+1)=\kappa$. Conversely take an allowed pair. If $J=2l+1$, then $\kappa=-(l+1)<0$ has labels $-\kappa-1=l$ and $2(l+1)-1=J$. Otherwise $J+1=2l$ forces $l\ge1$, so $\kappa=l>0$ has labels $l$ and $2l-1=J$.

*Check.* `BijOn` is bijectivity between the two sets and `InvOn` says that both compositions are the identity on them. The facts `hmap` and `hmap'` show that each map lands in the right set, the two halves of `hinv` are the two round trips, and `hinv.bijOn hmap hmap'` assembles the bijection.

```lean
/-- The map `κ ↦ (l, J)` is a bijection from the nonzero integers onto the pairs with
`J = 2l + 1` or `J + 1 = 2l`, and `kappaOf` is its inverse. -/
theorem kappa_bijection :
    BijOn labels {κ : ℤ | κ ≠ 0} allowed ∧ InvOn kappaOf labels {κ : ℤ | κ ≠ 0} allowed := by
  have hmap : MapsTo labels {κ : ℤ | κ ≠ 0} allowed := by
    intro κ hκ
    have hκ' : κ ≠ 0 := hκ
    show twoJ κ = 2 * ell κ + 1 ∨ twoJ κ + 1 = 2 * ell κ
    unfold twoJ ell
    split_ifs <;> omega
  have hmap' : MapsTo kappaOf allowed {κ : ℤ | κ ≠ 0} := by
    rintro ⟨l, J⟩ hp
    have hp' : J = 2 * l + 1 ∨ J + 1 = 2 * l := hp
    show (if J = 2 * l + 1 then -((l : ℤ) + 1) else (l : ℤ)) ≠ 0
    split_ifs <;> omega
  have hinv : InvOn kappaOf labels {κ : ℤ | κ ≠ 0} allowed := by
    constructor
    · -- `κ` is recovered from its labels
      intro κ hκ
      have hκ' : κ ≠ 0 := hκ
      have h1 : (0 < κ ∧ (ell κ : ℤ) = κ) ∨ (κ < 0 ∧ (ell κ : ℤ) = -κ - 1) := by
        unfold ell
        split_ifs <;> omega
      have h2 : twoJ κ + 1 = 2 * κ.natAbs := by
        unfold twoJ
        omega
      show (if twoJ κ = 2 * ell κ + 1 then -((ell κ : ℤ) + 1) else (ell κ : ℤ)) = κ
      split_ifs <;> omega
    · -- every allowed pair is the pair of labels of `kappaOf`
      rintro ⟨l, J⟩ hp
      have hp' : J = 2 * l + 1 ∨ J + 1 = 2 * l := hp
      show labels (kappaOf (l, J)) = (l, J)
      by_cases hJ : J = 2 * l + 1
      · have hk : kappaOf (l, J) = -((l : ℤ) + 1) := by
          unfold kappaOf
          exact if_pos hJ
        rw [hk]
        refine Prod.ext ?_ ?_
        · show ell (-((l : ℤ) + 1)) = l
          unfold ell
          split_ifs <;> omega
        · show twoJ (-((l : ℤ) + 1)) = J
          unfold twoJ
          omega
      · have hk : kappaOf (l, J) = (l : ℤ) := by
          unfold kappaOf
          exact if_neg hJ
        rw [hk]
        refine Prod.ext ?_ ?_
        · show ell (l : ℤ) = l
          unfold ell
          split_ifs <;> omega
        · show twoJ (l : ℤ) = J
          unfold twoJ
          omega
  exact ⟨hinv.bijOn hmap hmap', hinv⟩
```

## (c) The partner $-\kappa$

*Task.* For $\kappa\ne0$ show $l(\kappa)-l(-\kappa)=\operatorname{sign}\kappa$, $J(-\kappa)=J(\kappa)$ and $(-1)^{l(-\kappa)}=-(-1)^{l(\kappa)}$.

*Solution.* For $\kappa<0$, $l(-\kappa)=-\kappa=l(\kappa)+1$, so the difference is $-1$. For $\kappa>0$, $l(-\kappa)=\kappa-1$, so $l(\kappa)=l(-\kappa)+1$ and the difference is $+1$. The two values of $l$ differ by one, hence the signs $(-1)^l$ are opposite, and $J$ depends on $|\kappa|$ only. Parity here is the number $(-1)^l$; no inversion operator is defined.

*Check.* In each branch `e` is the relation between the two values of $l$, and `pow_succ` peels off one factor $-1$.

```lean
/-- For nonzero `κ`, `l(κ) - l(-κ) = sign κ`; the values `κ` and `-κ` share `J` and have
opposite orbital parity `(-1)^l`. -/
theorem ell_sub_ell_neg {κ : ℤ} (h : κ ≠ 0) :
    (ell κ : ℤ) - (ell (-κ) : ℤ) = Int.sign κ ∧ twoJ (-κ) = twoJ κ ∧
      (-1 : ℤ) ^ ell (-κ) = -(-1 : ℤ) ^ ell κ := by
  have hJ : twoJ (-κ) = twoJ κ := by
    unfold twoJ
    rw [Int.natAbs_neg]
  rcases lt_or_gt_of_ne h with hn | hp
  · have e : ell (-κ) = ell κ + 1 := by
      unfold ell
      split_ifs <;> omega
    refine ⟨?_, hJ, ?_⟩
    · rw [e, Int.sign_eq_neg_one_of_neg hn]
      push_cast
      ring
    · rw [e, pow_succ]
      ring
  · have e : ell κ = ell (-κ) + 1 := by
      unfold ell
      split_ifs <;> omega
    refine ⟨?_, hJ, ?_⟩
    · rw [e, Int.sign_eq_one_of_pos hp]
      push_cast
      ring
    · rw [e, pow_succ]
      ring
```

## (d) The Casimir values

*Task.* For $\kappa\ne0$ show $l(l+1)=\kappa(\kappa+1)$, $J(J+2)=4\kappa^2-1$ and $4\kappa=4l(l+1)-J(J+2)-1$.

*Solution.* For $\kappa>0$ the first equation is the definition, and for $\kappa<0$ it reads $(-\kappa-1)(-\kappa)=\kappa(\kappa+1)$. Next, $J(J+2)=(J+1)^2-1=4|\kappa|^2-1$. Finally
$$4l(l+1)-J(J+2)-1=4\kappa^2+4\kappa-(4\kappa^2-1)-1=4\kappa,$$
which is $\kappa=l(l+1)-j(j+1)-\tfrac14$ multiplied by four.

*Check.* Part (a) supplies the integer formulas, `sq_abs` gives $|\kappa|^2=\kappa^2$, and the last line is the combination `(-4) * h1 + h2`.

```lean
/-- For nonzero `κ`: `l(l+1) = κ(κ+1)`, `J(J+2) = 4κ² - 1` and
`4κ = 4l(l+1) - J(J+2) - 1`. -/
theorem casimir_values {κ : ℤ} (h : κ ≠ 0) :
    (ell κ : ℤ) * ((ell κ : ℤ) + 1) = κ * (κ + 1) ∧
    (twoJ κ : ℤ) * ((twoJ κ : ℤ) + 2) = 4 * κ ^ 2 - 1 ∧
    4 * κ = 4 * ((ell κ : ℤ) * ((ell κ : ℤ) + 1)) - (twoJ κ : ℤ) * ((twoJ κ : ℤ) + 2) - 1 := by
  obtain ⟨hl, hJ⟩ := labels_cast h
  have h1 : (ell κ : ℤ) * ((ell κ : ℤ) + 1) = κ * (κ + 1) := by
    rw [hl]
    split_ifs <;> ring
  have h2 : (twoJ κ : ℤ) * ((twoJ κ : ℤ) + 2) = 4 * κ ^ 2 - 1 := by
    have hs := sq_abs κ
    rw [hJ]
    linear_combination 4 * hs
  refine ⟨h1, h2, ?_⟩
  linear_combination (-4) * h1 + h2
```

## The operators

Let $V$ be any complex vector space, of any dimension and without an inner product, and let $L_+,L_-,L_z$ be linear maps defined on all of $V$. The hypothesis `IsAngMom` assumes $[L_z,L_\pm]=\pm L_\pm$ and $[L_+,L_-]=2L_z$; these relations are not derived from $\mathbf r\times\mathbf p$, and adjointness plays no part. The function `casimir` forms $L_z^2+\tfrac12(L_+L_-+L_-L_+)$ from any triple.

```lean
variable {V : Type*} [AddCommGroup V] [Module ℂ V]

/-- The ladder commutation relations `[L_z, L_±] = ± L_±`, `[L_+, L_-] = 2 L_z`. -/
structure IsAngMom (Lp Lm Lz : Module.End ℂ V) : Prop where
  zp : Lz * Lp - Lp * Lz = Lp
  zm : Lz * Lm - Lm * Lz = -Lm
  pm : Lp * Lm - Lm * Lp = (2 : ℂ) • Lz

/-- Squared angular momentum `L_z² + (L_+ L_- + L_- L_+)/2`. -/
def casimir (Lp Lm Lz : Module.End ℂ V) : Module.End ℂ V :=
  Lz * Lz + (1 / 2 : ℂ) • (Lp * Lm + Lm * Lp)
```

A spinor is a pair in $V\times V$, spin up first. `block` builds a $2\times2$ operator matrix and `orbital` a multiple of the unit spin matrix. With the standard Pauli matrices and $L_\pm=L_x\pm iL_y$,
$$A=\sigma\cdot L=\begin{pmatrix}L_z&L_-\\L_+&-L_z\end{pmatrix},$$
which `sigmaDotL` takes as its definition. The sign in `kappaOp` is the convention in which $\kappa=-1$ labels $s_{1/2}$. The operator `totalSq`, written $\mathbf J^2$, is the Casimir of $L_\pm+S_\pm$ and $L_z+S_z$, where $S_+$ has a single $1$ at the upper right, $S_-$ a single $1$ at the lower left, and $S_z=\tfrac12\operatorname{diag}(1,-1)$.

```lean
/-- The block operator with rows `(a, b)` and `(c, d)` on two-component spinors. -/
def block (a b c d : Module.End ℂ V) : Module.End ℂ (V × V) :=
  LinearMap.prod (LinearMap.coprod a b) (LinearMap.coprod c d)

/-- An orbital operator acting alike on both spinor components. -/
def orbital (a : Module.End ℂ V) : Module.End ℂ (V × V) := block a 0 0 a

/-- The spin-orbit operator `σ·L` with rows `(L_z, L_-)` and `(L_+, -L_z)`. -/
def sigmaDotL (Lp Lm Lz : Module.End ℂ V) : Module.End ℂ (V × V) := block Lz Lm Lp (-Lz)

/-- The two-component kappa operator `K = -(σ·L + 1)`. -/
def kappaOp (Lp Lm Lz : Module.End ℂ V) : Module.End ℂ (V × V) := -(sigmaDotL Lp Lm Lz + 1)

/-- The operator `L²` on two-component spinors. -/
def orbitalSq (Lp Lm Lz : Module.End ℂ V) : Module.End ℂ (V × V) := orbital (casimir Lp Lm Lz)

/-- The operator `J²` for `J = L + S`, with the spin-1/2 blocks `S_+`, `S_-`, `S_z`. -/
def totalSq (Lp Lm Lz : Module.End ℂ V) : Module.End ℂ (V × V) :=
  casimir (orbital Lp + block 0 1 0 0) (orbital Lm + block 0 0 1 0)
    (orbital Lz + (1 / 2 : ℂ) • block 1 0 0 (-1))
```

## (e) Action of a block operator

*Task.* Show that the block with rows $(a,b)$ and $(c,d)$ sends $(\psi_1,\psi_2)$ to $(a\psi_1+b\psi_2,\;c\psi_1+d\psi_2)$.

*Solution.* The first row is the map $(\psi_1,\psi_2)\mapsto a\psi_1+b\psi_2$, the second is the same with $c,d$, and the block pairs the two results.

*Check.* The equation holds by definition.

```lean
/-- A block operator acts on a spinor by the row-times-column rule. -/
theorem block_apply (a b c d : Module.End ℂ V) (ψ : V × V) :
    block a b c d ψ = (a ψ.1 + b ψ.2, c ψ.1 + d ψ.2) := by
  rfl
```

## (f) $K^2+K=L^2$

*Task.* Derive the operator identity from the ladder relations.

*Solution.* $K^2+K=(A+1)^2-(A+1)=A^2+A$. Multiplying the blocks in order,
$$A^2=\begin{pmatrix}L_z^2+L_-L_+&[L_z,L_-]\\-[L_z,L_+]&L_+L_-+L_z^2\end{pmatrix}=\begin{pmatrix}L_z^2+L_-L_+&-L_-\\-L_+&L_z^2+L_-L_++2L_z\end{pmatrix},$$
using $L_+L_-=L_-L_++2L_z$. Adding $A$ cancels the off-diagonal entries and makes both diagonal entries $L_z^2+L_-L_++L_z$. The same substitution in the Casimir gives $L^2=L_z^2+L_-L_++L_z$. The third relation is needed: for $V=\mathbb C$, $L_\pm=0$, $L_z=1$ the first two hold, yet $A^2+A=\operatorname{diag}(2,0)$ while $L^2=1$.

*Check.* `h1`, `h2`, `h3` turn the commutators into rules that move $L_z$ to the right of $L_\pm$ and $L_+$ to the right of $L_-$. Both sides are applied to a spinor, each component is brought to this order, and `module` compares coefficients.

```lean
/-- The operator identity `K² + K = L²`. -/
theorem kappa_sq_add {Lp Lm Lz : Module.End ℂ V} (h : IsAngMom Lp Lm Lz) :
    kappaOp Lp Lm Lz * kappaOp Lp Lm Lz + kappaOp Lp Lm Lz = orbitalSq Lp Lm Lz := by
  -- commutators as reordering rules
  have h1 : ∀ u, Lz (Lp u) = Lp (Lz u) + Lp u :=
    fun u => sub_eq_iff_eq_add'.mp (LinearMap.congr_fun h.zp u)
  have h2 : ∀ u, Lz (Lm u) = Lm (Lz u) + -(Lm u) :=
    fun u => sub_eq_iff_eq_add'.mp (LinearMap.congr_fun h.zm u)
  have h3 : ∀ u, Lp (Lm u) = Lm (Lp u) + (2 : ℂ) • Lz u :=
    fun u => sub_eq_iff_eq_add'.mp (LinearMap.congr_fun h.pm u)
  apply LinearMap.ext
  intro ψ
  refine Prod.ext ?_ ?_ <;>
    (simp only [kappaOp, sigmaDotL, orbitalSq, orbital, casimir, block_apply,
        LinearMap.add_apply, LinearMap.neg_apply, LinearMap.smul_apply,
        LinearMap.zero_apply, Module.End.mul_apply, Module.End.one_apply, map_add,
        map_neg, Prod.fst_add, Prod.snd_add, Prod.fst_neg, Prod.snd_neg,
        h1, h2, h3]; module)
```

## (g) $\mathbf J^2=K^2-\tfrac14$

*Task.* Express the total angular momentum squared through $K$.

*Solution.* Orbital blocks commute with spin blocks, so expanding the Casimir gives
$$\mathbf J^2=L^2+\left(2L_zS_z+L_+S_-+L_-S_+\right)+S_z^2+\tfrac12(S_+S_-+S_-S_+).$$
The bracket has entries $L_z,L_-,L_+,-L_z$ and equals $A$. Since $S_z^2=\tfrac14$ and $S_+S_-+S_-S_+=1$, the spin terms sum to $\tfrac34$. With $L^2=A^2+A$ from (f),
$$\mathbf J^2=A^2+2A+\tfrac34=(A+1)^2-\tfrac14=K^2-\tfrac14 .$$

*Check.* The Lean proof does not call (f). It expands both sides on a spinor and reorders with the same three rules.

```lean
/-- The operator identity `J² = K² - 1/4`. -/
theorem totalSq_eq {Lp Lm Lz : Module.End ℂ V} (h : IsAngMom Lp Lm Lz) :
    totalSq Lp Lm Lz = kappaOp Lp Lm Lz * kappaOp Lp Lm Lz - (1 / 4 : ℂ) • 1 := by
  have h1 : ∀ u, Lz (Lp u) = Lp (Lz u) + Lp u :=
    fun u => sub_eq_iff_eq_add'.mp (LinearMap.congr_fun h.zp u)
  have h2 : ∀ u, Lz (Lm u) = Lm (Lz u) + -(Lm u) :=
    fun u => sub_eq_iff_eq_add'.mp (LinearMap.congr_fun h.zm u)
  have h3 : ∀ u, Lp (Lm u) = Lm (Lp u) + (2 : ℂ) • Lz u :=
    fun u => sub_eq_iff_eq_add'.mp (LinearMap.congr_fun h.pm u)
  apply LinearMap.ext
  intro ψ
  refine Prod.ext ?_ ?_ <;>
    (simp only [kappaOp, sigmaDotL, totalSq, orbital, casimir, block_apply,
        LinearMap.add_apply, LinearMap.sub_apply, LinearMap.neg_apply, LinearMap.smul_apply,
        LinearMap.zero_apply, Module.End.mul_apply, Module.End.one_apply, map_add,
        map_neg, map_smul, map_zero, Prod.fst_add, Prod.snd_add, Prod.fst_neg, Prod.snd_neg,
        Prod.fst_sub, Prod.snd_sub, Prod.smul_fst, Prod.smul_snd, h1, h2, h3]; module)
```

## (h) The labels of an eigenspinor

*Task.* Let $K\psi=\kappa\psi$ with $\kappa$ a nonzero integer. Show $L^2\psi=l(l+1)\psi$ and $\mathbf J^2\psi=j(j+1)\psi$ with $l=l(\kappa)$, $j=J(\kappa)/2$.

*Solution.* Applying $K$ twice gives $K^2\psi=\kappa^2\psi$. By (f), $L^2\psi=(\kappa^2+\kappa)\psi$, and (d) identifies the factor with $l(l+1)$. By (g), $\mathbf J^2\psi=(\kappa^2-\tfrac14)\psi$, and $j(j+1)=J(J+2)/4=\kappa^2-\tfrac14$ by (d).

The theorem does not require $\psi\ne0$, does not give the converse, and does not say which $\kappa$ occur. That $\kappa$ is an integer is assumed and does not follow from the ladder relations: for $V=\mathbb C^2$ with $L=\sigma/2$, the operator $A$ has eigenvalues $\tfrac12$ and $-\tfrac32$, so $K$ has $-\tfrac32$ and $\tfrac12$.

*Check.* `e1` and `e2` are the identities of (d) moved to $\mathbb C$, `hKK` is $K^2\psi=\kappa^2\psi$, and `h1`, `h2` are (f) and (g) applied to $\psi$.

```lean
/-- If `K ψ = κ ψ` with `κ` a nonzero integer, then `L² ψ = l(l+1) ψ` and
`J² ψ = j(j+1) ψ` with `l = l(κ)` and `j = J(κ)/2`. -/
theorem eigenspinor_labels {Lp Lm Lz : Module.End ℂ V} (h : IsAngMom Lp Lm Lz)
    {κ : ℤ} (hκ : κ ≠ 0) {ψ : V × V} (hψ : kappaOp Lp Lm Lz ψ = (κ : ℂ) • ψ) :
    orbitalSq Lp Lm Lz ψ = ((ell κ : ℂ) * ((ell κ : ℂ) + 1)) • ψ ∧
    totalSq Lp Lm Lz ψ = ((twoJ κ : ℂ) / 2 * ((twoJ κ : ℂ) / 2 + 1)) • ψ := by
  obtain ⟨n1, n2, -⟩ := casimir_values hκ
  have c1 := congrArg (Int.cast : ℤ → ℂ) n1
  have c2 := congrArg (Int.cast : ℤ → ℂ) n2
  push_cast at c1 c2
  have e1 : (ell κ : ℂ) * ((ell κ : ℂ) + 1) = (κ : ℂ) * (κ : ℂ) + (κ : ℂ) := by
    linear_combination c1
  have e2 : (twoJ κ : ℂ) / 2 * ((twoJ κ : ℂ) / 2 + 1) = (κ : ℂ) * (κ : ℂ) - 1 / 4 := by
    linear_combination (1 / 4 : ℂ) * c2
  -- apply the two operator identities to `ψ`
  have hKK : kappaOp Lp Lm Lz (kappaOp Lp Lm Lz ψ) = ((κ : ℂ) * (κ : ℂ)) • ψ := by
    rw [hψ, map_smul, hψ, smul_smul]
  have h1 : kappaOp Lp Lm Lz (kappaOp Lp Lm Lz ψ) + kappaOp Lp Lm Lz ψ
      = orbitalSq Lp Lm Lz ψ := LinearMap.congr_fun (kappa_sq_add h) ψ
  have h2 : totalSq Lp Lm Lz ψ
      = kappaOp Lp Lm Lz (kappaOp Lp Lm Lz ψ) - (1 / 4 : ℂ) • ψ :=
    LinearMap.congr_fun (totalSq_eq h) ψ
  constructor
  · rw [e1, ← h1, hKK, hψ, add_smul]
  · rw [e2, h2, hKK, sub_smul]
```

## (i) An explicit $p$ shell

On $V=\mathbb C^3$ with components $v_0,v_1,v_2$ along basis vectors $e_+,e_0,e_-$ for $m=1,0,-1$, take $L_+v=(v_1,v_2,0)$, $L_-v=(0,2v_0,2v_1)$, $L_zv=(v_0,0,-v_2)$. The basis is unnormalised, which avoids $\sqrt2$, so the matrix of $L_-$ is not the conjugate transpose of that of $L_+$. The spinors are $\psi_A=(e_0,-e_+)$ and $\psi_B=(e_+,0)$.

```lean
/-- Raising operator on three components ordered by `m = 1, 0, -1`, unnormalised basis. -/
def pLp : Module.End ℂ (Fin 3 → ℂ) where
  toFun v := ![v 1, v 2, 0]
  map_add' x y := by
    funext i
    fin_cases i <;> simp
  map_smul' c x := by
    funext i
    fin_cases i <;> simp

/-- Lowering operator on three components ordered by `m = 1, 0, -1`, unnormalised basis. -/
def pLm : Module.End ℂ (Fin 3 → ℂ) where
  toFun v := ![0, 2 * v 0, 2 * v 1]
  map_add' x y := by
    funext i
    fin_cases i <;> simp <;> ring
  map_smul' c x := by
    funext i
    fin_cases i <;> simp <;> ring

/-- The operator `L_z = diag(1, 0, -1)` on three components. -/
def pLz : Module.End ℂ (Fin 3 → ℂ) where
  toFun v := ![v 0, 0, -v 2]
  map_add' x y := by
    funext i
    fin_cases i <;> simp [add_comm]
  map_smul' c x := by
    funext i
    fin_cases i <;> simp

/-- The spinor with upper component along `m = 0` and lower component along `m = 1`,
with opposite signs. -/
def spinorA : (Fin 3 → ℂ) × (Fin 3 → ℂ) := (![0, 1, 0], ![-1, 0, 0])

/-- The spinor with upper component along `m = 1` and vanishing lower component. -/
def spinorB : (Fin 3 → ℂ) × (Fin 3 → ℂ) := (![1, 0, 0], ![0, 0, 0])
```

*Task.* Verify the ladder relations, $K\psi_A=\psi_A$ and $K\psi_B=-2\psi_B$.

*Solution.* The three commutators acting on $v$ are
$$[L_z,L_+]v=(v_1,0,0)-(0,-v_2,0)=L_+v,$$
$$[L_z,L_-]v=(0,0,-2v_1)-(0,2v_0,0)=-L_-v,$$
$$[L_+,L_-]v=(2v_0,2v_1,0)-(0,2v_1,2v_2)=2L_zv .$$
With $L_-e_+=2e_0$, $L_+e_0=e_+$ and $L_+e_+=0$,
$$A\psi_A=(L_ze_0-L_-e_+,\;L_+e_0+L_ze_+)=(-2e_0,\,2e_+)=-2\psi_A,\qquad A\psi_B=(e_+,0)=\psi_B .$$
Hence $K\psi_A=-(-2+1)\psi_A=\psi_A$ and $K\psi_B=-(1+1)\psi_B=-2\psi_B$. Both spinors have a nonzero entry, so (h) applies to nonzero vectors for either sign of $\kappa$, with labels $(l,J)=(1,1)$ and $(1,3)$, that is $p_{1/2}$ and $p_{3/2}$.

*Check.* Each of the five equations is verified component by component with `fin_cases i`.

```lean
/-- The three-component operators obey the ladder relations, and `K` multiplies `spinorA`
by `1` and `spinorB` by `-2`. -/
theorem eigenspinor_labels_witness :
    IsAngMom pLp pLm pLz ∧
    kappaOp pLp pLm pLz spinorA = ((1 : ℤ) : ℂ) • spinorA ∧
    kappaOp pLp pLm pLz spinorB = ((-2 : ℤ) : ℂ) • spinorB := by
  refine ⟨⟨?_, ?_, ?_⟩, ?_, ?_⟩
  · apply LinearMap.ext
    intro v
    funext i
    fin_cases i <;> simp [pLp, pLz]
  · apply LinearMap.ext
    intro v
    funext i
    fin_cases i <;> simp [pLm, pLz]
  · apply LinearMap.ext
    intro v
    funext i
    fin_cases i <;> simp [pLp, pLm, pLz]
  · refine Prod.ext ?_ ?_ <;> funext i <;> fin_cases i <;>
      simp [kappaOp, sigmaDotL, block_apply, spinorA, pLp, pLm, pLz]
    all_goals norm_num
  · refine Prod.ext ?_ ?_ <;> funext i <;> fin_cases i <;>
      simp [kappaOp, sigmaDotL, block_apply, spinorB, pLp, pLm, pLz]
    all_goals norm_num

end

end KappaQuantumNumber
```

```lean
#print axioms KappaQuantumNumber.kappa_bijection
-- 'KappaQuantumNumber.kappa_bijection' depends on axioms: [propext, Classical.choice, Quot.sound]
#print axioms KappaQuantumNumber.ell_sub_ell_neg
-- 'KappaQuantumNumber.ell_sub_ell_neg' depends on axioms: [propext, Quot.sound]
#print axioms KappaQuantumNumber.kappa_sq_add
-- 'KappaQuantumNumber.kappa_sq_add' depends on axioms: [propext, Classical.choice, Quot.sound]
#print axioms KappaQuantumNumber.eigenspinor_labels
-- 'KappaQuantumNumber.eigenspinor_labels' depends on axioms: [propext, Classical.choice, Quot.sound]
```
